# The sum of ‖k‖⁻⁶ outside a cubic plane-wave basis of size M lies between 1/M and 64/M

## Small increments do not bound a remainder

A plane-wave sum stopped at a finite cutoff does not say how much it has missed. Watching the increments as the cutoff grows is not enough. If each wave vector in three dimensions contributed \(\|k\|^{-3}\), a cubic shell at distance \(K\) would hold about \(24K^2\) vectors and add an amount of order \(1/K\). The increments would shrink to zero while the missing part stayed infinite. A guaranteed error bound has to cover the whole remainder.

For contributions \(\|k\|^{-6}\) such a bound exists on both sides, and it is governed by the number of plane waves in the basis.

## Where the sixth power comes from

In second-order perturbation theory (MP2) for the electron gas, two electrons of opposite spin exchange a momentum \(k\). At large \(k\), the two Coulomb matrix elements each supply a factor \(\|k\|^{-2}\), and the energy denominator grows as \(\|k\|^2\). Together they give \(\|k\|^{-6}\). For parallel spins, the exchange term cancels this leading part. The model takes this power as the contribution of every nonzero \(k\), with prefactor one and positive sign, so it imitates the large-\(k\) decay of the opposite-spin MP2 contributions, not their actual values.

Let \(k=(k_0,k_1,k_2)\) be an integer vector, measured in units of the reciprocal lattice spacing of a cubic cell. The basis with cutoff \(N\) contains all \(k\) with \(|k_i|\le N\) for each \(i\). Its size is

\[
M=(2N+1)^3 .
\]

The tail \(T(N)\) is the sum of \(\|k\|^{-6}\) over all \(k\) outside the basis. The vector \(k=0\) belongs to every basis, so it never enters the tail.

## The two-sided bound and its Lean form

For every natural number \(N\), including \(N=0\), the tail converges and

\[
\frac1M\le T(N)\le\frac{64}{M}.
\]

This is `mp2Tail_bounds`. Its objects correspond to the model as follows.

- `basisCube N` is the finite set of labels `Fin 3 → ℤ` in the basis, and `omitted N` is the infinite set of labels with some component above `N` in absolute value.
- `waveVector k` places the label in `EuclideanSpace ℝ (Fin 3)`, which makes `‖waveVector k‖` the ordinary Euclidean length.
- `mp2Term k` is \(\|k\|^{-6}\), and `mp2Tail N` is \(T(N)\), written as an infinite sum over `omitted N`.

Lean assigns the value zero to an infinite sum that does not converge, so the theorem states `Summable` alongside the two inequalities.

The second theorem, `planeWaves_for_tolerance`, takes a tolerance \(\varepsilon>0\). If \(T(N)\le\varepsilon\), then \(M\ge1/\varepsilon\); and if \(M\ge64/\varepsilon\), then \(T(N)\le\varepsilon\). In this single-sum model with a cubic cutoff, a tenfold tighter tolerance therefore raises both the lower bound \(1/\varepsilon\) on the basis size and the sufficient size \(64/\varepsilon\) tenfold. The smallest adequate cube lies between these limits up to the jump from one cube to the next, and need not itself grow by exactly ten.

The sixth power is assumed, not derived from the MP2 energy expression. The model also identifies the transferred momentum with the label of a plane wave, ignores the structure of the occupied states, and uses a cube where a kinetic-energy cutoff would give a sphere. The bounds fix the order \(1/M\) but do not show that \(M\,T(N)\) approaches a limit, which an extrapolation with a constant coefficient relies on.

## Shell by shell to the bound

Raise the cutoff from \(K\) to \(K+1\). The new vectors have largest component exactly \(K+1\) in absolute value, so

\[
(K+1)^2\le\|k\|^2\le3(K+1)^2 .
\]

Taking cubes and reciprocals gives

\[
\frac1{(3(K+1)^2)^3}\le\|k\|^{-6}\le\frac1{((K+1)^2)^3}.
\]

Write \(a=2K+1\) and \(b=2K+3\). The shell holds \(b^3-a^3\) vectors, and the drop in the inverse plane-wave number is

\[
\frac1{a^3}-\frac1{b^3}=\frac{b^3-a^3}{(ab)^3}.
\]

Since \(ab=4(K+1)^2-1\) and \((K+1)^2\ge1\),

\[
3(K+1)^2\le ab\le4(K+1)^2 .
\]

The left inequality shows that each term is at least \(1/(ab)^3\). The right one shows that each term is at most \(64/(4(K+1)^2)^3\le64/(ab)^3\). Multiplying by the number of vectors, the shell sum \(S_K\) satisfies

\[
\frac1{a^3}-\frac1{b^3}\le S_K\le64\left(\frac1{a^3}-\frac1{b^3}\right).
\]

Now add the shells between cutoffs \(N\) and \(K\), where \(N\le K\). The differences telescope:

\[
\sum_{J=N}^{K-1}\left(\frac1{(2J+1)^3}-\frac1{(2J+3)^3}\right)
=\frac1{(2N+1)^3}-\frac1{(2K+1)^3}.
\]

The sum over this window thus lies between 1 and 64 times the right-hand side.

Any finite set of omitted vectors fits inside some window. Because all terms are nonnegative, its sum is at most \(64/M\). Nonnegative terms with bounded finite sums converge, and the total obeys the same bound. Conversely, the tail is at least the sum over any window, hence at least \(1/M-1/(2K+1)^3\). Letting \(K\) grow gives \(T(N)\ge1/M\).

For the tolerance, \(T(N)\le\varepsilon\) gives \(1/M\le\varepsilon\), which is \(M\ge1/\varepsilon\). If \(M\ge64/\varepsilon\), then \(T(N)\le64/M\le\varepsilon\).

## The complete Lean file

```lean
import Mathlib

open Finset

namespace PlaneWaveTail

noncomputable section

/-- The plane-wave basis with cutoff `N`: integer vectors whose three components are at most `N`
in absolute value. -/
def basisCube (N : ℕ) : Finset (Fin 3 → ℤ) :=
  Fintype.piFinset fun _ => Finset.Icc (-(N : ℤ)) N

/-- The integer vectors left out of the basis: some component exceeds `N` in absolute value. -/
def omitted (N : ℕ) : Set (Fin 3 → ℤ) := {k | ∃ i, (N : ℤ) < |k i|}

/-- The wave vector in Euclidean three-space, in units of the reciprocal lattice spacing. -/
def waveVector (k : Fin 3 → ℤ) : EuclideanSpace ℝ (Fin 3) :=
  WithLp.toLp 2 fun i => (k i : ℝ)

/-- The model MP2 contribution `‖k‖⁻⁶` of a nonzero wave vector. -/
def mp2Term (k : Fin 3 → ℤ) : ℝ := 1 / ‖waveVector k‖ ^ 6

/-- The model MP2 tail: the sum of `‖k‖⁻⁶` over all plane waves left out of the basis. -/
def mp2Tail (N : ℕ) : ℝ := ∑' k : omitted N, mp2Term k

theorem mem_basisCube (N : ℕ) (k : Fin 3 → ℤ) :
    k ∈ basisCube N ↔ ∀ i, |k i| ≤ (N : ℤ) := by
  simp only [basisCube, Fintype.mem_piFinset, Finset.mem_Icc, abs_le]

/-- The basis with cutoff `N` contains `(2N+1)³` plane waves. -/
theorem card_basisCube (N : ℕ) : (basisCube N).card = (2 * N + 1) ^ 3 := by
  have h : (Finset.Icc (-(N : ℤ)) N).card = 2 * N + 1 := by
    rw [Int.card_Icc]; omega
  simp only [basisCube, Fintype.card_piFinset, Finset.prod_const, Finset.card_univ,
    Fintype.card_fin, h]

theorem basisCube_mono {N K : ℕ} (h : N ≤ K) : basisCube N ⊆ basisCube K := by
  intro k hk
  rw [mem_basisCube] at hk ⊢
  intro i
  have := hk i
  omega

/-- On the shell added when the cutoff rises from `K` to `K+1`, each contribution lies between
`(3(K+1)²)⁻³` and `((K+1)²)⁻³`. -/
theorem mp2Term_shell (K : ℕ) (k : Fin 3 → ℤ) (hk : k ∈ basisCube (K + 1) \ basisCube K) :
    1 / (3 * ((K : ℝ) + 1) ^ 2) ^ 3 ≤ mp2Term k ∧
      mp2Term k ≤ 1 / (((K : ℝ) + 1) ^ 2) ^ 3 := by
  rw [Finset.mem_sdiff, mem_basisCube, mem_basisCube] at hk
  obtain ⟨hin, hout⟩ := hk
  push Not at hout
  obtain ⟨j, hj⟩ := hout
  have hn : ‖waveVector k‖ ^ 2 = ∑ i, (k i : ℝ) ^ 2 := by
    rw [EuclideanSpace.norm_sq_eq]
    simp only [waveVector, Real.norm_eq_abs, sq_abs]
  have hup : ∀ i, (k i : ℝ) ^ 2 ≤ ((K : ℝ) + 1) ^ 2 := by
    intro i
    have h : |(k i : ℝ)| ≤ (K : ℝ) + 1 := by exact_mod_cast hin i
    exact sq_le_sq' (abs_le.1 h).1 (abs_le.1 h).2
  have hlow : ((K : ℝ) + 1) ^ 2 ≤ ‖waveVector k‖ ^ 2 := by
    have h : (K : ℝ) + 1 ≤ |(k j : ℝ)| := by exact_mod_cast Int.add_one_le_of_lt hj
    have h2 := pow_le_pow_left₀ (by positivity) h 2
    rw [sq_abs] at h2
    rw [hn]
    exact h2.trans (Finset.single_le_sum (f := fun i => (k i : ℝ) ^ 2)
      (fun i _ => sq_nonneg _) (Finset.mem_univ j))
  have hhigh : ‖waveVector k‖ ^ 2 ≤ 3 * ((K : ℝ) + 1) ^ 2 := by
    rw [hn, Fin.sum_univ_three]
    linarith [hup 0, hup 1, hup 2]
  have hpos : 0 < ‖waveVector k‖ ^ 2 := lt_of_lt_of_le (by positivity) hlow
  have h6 : ‖waveVector k‖ ^ 6 = (‖waveVector k‖ ^ 2) ^ 3 := by ring
  rw [mp2Term, h6]
  exact ⟨one_div_le_one_div_of_le (pow_pos hpos 3) (pow_le_pow_left₀ hpos.le hhigh 3),
    one_div_le_one_div_of_le (by positivity) (pow_le_pow_left₀ (by positivity) hlow 3)⟩

/-- The sum over one shell lies between 1 and 64 times the drop of the inverse plane-wave
number. -/
theorem shell_sum_bounds (K : ℕ) :
    1 / (2 * (K : ℝ) + 1) ^ 3 - 1 / (2 * (K : ℝ) + 3) ^ 3
        ≤ ∑ k ∈ basisCube (K + 1) \ basisCube K, mp2Term k ∧
      ∑ k ∈ basisCube (K + 1) \ basisCube K, mp2Term k
        ≤ 64 * (1 / (2 * (K : ℝ) + 1) ^ 3 - 1 / (2 * (K : ℝ) + 3) ^ 3) := by
  have hcard : ((basisCube (K + 1) \ basisCube K).card : ℝ)
      = (2 * (K : ℝ) + 3) ^ 3 - (2 * (K : ℝ) + 1) ^ 3 := by
    have h := Finset.card_sdiff_add_card_eq_card (basisCube_mono (Nat.le_succ K))
    rw [Nat.succ_eq_add_one, card_basisCube, card_basisCube] at h
    have h' := congrArg (Nat.cast : ℕ → ℝ) h
    push_cast at h'
    linarith
  have hfrac : ∀ a b : ℝ, a ≠ 0 → b ≠ 0 → 1 / a - 1 / b = (b - a) * (1 / (a * b)) := by
    intro a b ha hb
    field_simp
  have hK : (0 : ℝ) ≤ K := Nat.cast_nonneg K
  rw [hfrac _ _ (by positivity) (by positivity), ← hcard, ← mul_pow]
  have hlo := Finset.card_nsmul_le_sum _ _ _ (fun k hk => (mp2Term_shell K k hk).1)
  have hhi := Finset.sum_le_card_nsmul _ _ _ (fun k hk => (mp2Term_shell K k hk).2)
  rw [nsmul_eq_mul] at hlo hhi
  constructor
  · refine le_trans (mul_le_mul_of_nonneg_left ?_ (Nat.cast_nonneg _)) hlo
    exact one_div_le_one_div_of_le (by positivity)
      (pow_le_pow_left₀ (by positivity) (by nlinarith) 3)
  · refine hhi.trans ?_
    rw [mul_left_comm]
    refine mul_le_mul_of_nonneg_left ?_ (Nat.cast_nonneg _)
    rw [mul_one_div, div_le_div_iff₀ (by positivity) (by positivity)]
    have h : (2 * (K : ℝ) + 1) * (2 * K + 3) ≤ 4 * ((K : ℝ) + 1) ^ 2 := by nlinarith
    have h3 := pow_le_pow_left₀ (by positivity) h 3
    linarith

/-- The contributions gained by raising the cutoff from `N` to `K` lie between 1 and 64 times
the drop of the inverse plane-wave number. -/
theorem window_bounds {N K : ℕ} (h : N ≤ K) :
    1 / (2 * (N : ℝ) + 1) ^ 3 - 1 / (2 * (K : ℝ) + 1) ^ 3
        ≤ ∑ k ∈ basisCube K \ basisCube N, mp2Term k ∧
      ∑ k ∈ basisCube K \ basisCube N, mp2Term k
        ≤ 64 * (1 / (2 * (N : ℝ) + 1) ^ 3 - 1 / (2 * (K : ℝ) + 1) ^ 3) := by
  induction K, h using Nat.le_induction with
  | base => simp
  | succ K hNK ih =>
    -- the new window is the old one together with one shell
    have h1 := Finset.sum_sdiff (f := mp2Term) (basisCube_mono hNK)
    have h2 := Finset.sum_sdiff (f := mp2Term) (basisCube_mono (Nat.le_add_right K 1))
    have h3 := Finset.sum_sdiff (f := mp2Term) (basisCube_mono (hNK.trans (Nat.le_add_right K 1)))
    have hs := shell_sum_bounds K
    have hc : 2 * ((K + 1 : ℕ) : ℝ) + 1 = 2 * (K : ℝ) + 3 := by push_cast; ring
    rw [hc]
    constructor <;> linarith [ih.1, ih.2, hs.1, hs.2]

/-- Every finite part of the tail is at most `64/(2N+1)³`. -/
theorem finite_tail_le (N : ℕ) (u : Finset (omitted N)) :
    ∑ k ∈ u, mp2Term k ≤ 64 / (2 * (N : ℝ) + 1) ^ 3 := by
  -- a cutoff large enough to contain all of `u`
  let K : ℕ := N + ∑ k ∈ u, ∑ i, (k.1 i).natAbs
  have hsub : u.map (Function.Embedding.subtype _) ⊆ basisCube K \ basisCube N := by
    intro k hk
    obtain ⟨x, hx, rfl⟩ := Finset.mem_map.1 hk
    rw [Finset.mem_sdiff, mem_basisCube, mem_basisCube]
    constructor
    · intro i
      have h1 : (x.1 i).natAbs ≤ ∑ i, (x.1 i).natAbs :=
        Finset.single_le_sum (f := fun i => (x.1 i).natAbs)
          (fun _ _ => Nat.zero_le _) (Finset.mem_univ i)
      have h2 : ∑ i, (x.1 i).natAbs ≤ ∑ k ∈ u, ∑ i, (k.1 i).natAbs :=
        Finset.single_le_sum (f := fun k : omitted N => ∑ i, (k.1 i).natAbs)
          (fun _ _ => Nat.zero_le _) hx
      have h3 : (x.1 i).natAbs ≤ K := (h1.trans h2).trans (Nat.le_add_left _ _)
      change |x.1 i| ≤ (K : ℤ)
      rw [Int.abs_eq_natAbs]
      exact_mod_cast h3
    · intro hall
      obtain ⟨i, hi⟩ := x.2
      exact not_lt_of_ge (hall i) hi
  have hsum : ∑ k ∈ u, mp2Term k = ∑ k ∈ u.map (Function.Embedding.subtype _), mp2Term k := by
    rw [Finset.sum_map]; rfl
  have hle := Finset.sum_le_sum_of_subset_of_nonneg (f := mp2Term) hsub
    (fun k _ _ => by unfold mp2Term; positivity)
  have hw := (window_bounds (Nat.le_add_right N (∑ k ∈ u, ∑ i, (k.1 i).natAbs))).2
  have hp : 0 ≤ 1 / (2 * (K : ℝ) + 1) ^ 3 := by positivity
  rw [hsum, div_eq_mul_one_div]
  linarith

/-- The model MP2 tail converges and lies between `1/M` and `64/M`, where `M = (2N+1)³`. -/
theorem mp2Tail_bounds (N : ℕ) :
    Summable (fun k : omitted N => mp2Term k) ∧
      1 / (2 * (N : ℝ) + 1) ^ 3 ≤ mp2Tail N ∧
      mp2Tail N ≤ 64 / (2 * (N : ℝ) + 1) ^ 3 := by
  classical
  have hnn : ∀ k : omitted N, 0 ≤ mp2Term k := fun k => by unfold mp2Term; positivity
  have hs : Summable (fun k : omitted N => mp2Term k) :=
    summable_of_sum_le hnn (finite_tail_le N)
  refine ⟨hs, le_of_forall_pos_le_add fun ε hε => ?_, hs.tsum_le_of_sum_le (finite_tail_le N)⟩
  -- compare with a window whose outer cutoff has an inverse plane-wave number below `ε`
  obtain ⟨n, hn⟩ := exists_nat_one_div_lt hε
  have hmem : ∀ k ∈ basisCube (N + n) \ basisCube N, k ∈ omitted N := by
    intro k hk
    have h := (Finset.mem_sdiff.1 hk).2
    rw [mem_basisCube] at h
    push Not at h
    exact h
  have hle := hs.sum_le_tsum ((basisCube (N + n) \ basisCube N).subtype (· ∈ omitted N))
    (fun k _ => hnn k)
  rw [Finset.sum_subtype_of_mem mp2Term hmem] at hle
  have hw := (window_bounds (Nat.le_add_right N n)).1
  have hrem : 1 / (2 * ((N + n : ℕ) : ℝ) + 1) ^ 3 ≤ 1 / ((n : ℝ) + 1) := by
    have hN : (0 : ℝ) ≤ N := Nat.cast_nonneg N
    have hn0 : (0 : ℝ) ≤ n := Nat.cast_nonneg n
    refine one_div_le_one_div_of_le (by positivity) ?_
    have h1 : (1 : ℝ) ≤ 2 * ((N + n : ℕ) : ℝ) + 1 := by push_cast; linarith
    refine le_trans ?_ (le_self_pow₀ h1 (by norm_num))
    push_cast
    linarith
  unfold mp2Tail
  linarith

/-- Cost of a tolerance `ε`: a tail of at most `ε` requires at least `1/ε` plane waves, and
`64/ε` plane waves suffice. -/
theorem planeWaves_for_tolerance (N : ℕ) {ε : ℝ} (hε : 0 < ε) :
    (mp2Tail N ≤ ε → 1 / ε ≤ ((basisCube N).card : ℝ)) ∧
      (64 / ε ≤ ((basisCube N).card : ℝ) → mp2Tail N ≤ ε) := by
  have hM : (0 : ℝ) < (2 * (N : ℝ) + 1) ^ 3 := by positivity
  have hc : ((basisCube N).card : ℝ) = (2 * (N : ℝ) + 1) ^ 3 := by
    exact_mod_cast card_basisCube N
  obtain ⟨-, hlo, hhi⟩ := mp2Tail_bounds N
  rw [hc]
  constructor
  · intro h
    exact (one_div_le hM hε).1 (hlo.trans h)
  · intro h
    refine hhi.trans ?_
    rw [div_le_iff₀ hε] at h
    rw [div_le_iff₀ hM]
    linarith

end

end PlaneWaveTail
```

```lean
#print axioms PlaneWaveTail.shell_sum_bounds
#print axioms PlaneWaveTail.planeWaves_for_tolerance
```

```
'PlaneWaveTail.shell_sum_bounds' depends on axioms: [propext, Classical.choice, Quot.sound]
'PlaneWaveTail.planeWaves_for_tolerance' depends on axioms: [propext, Classical.choice, Quot.sound]
```

## How the lemmas follow the shells

**Counting.** `mem_basisCube` turns membership in the cube into the condition \(|k_i|\le N\). `card_basisCube` multiplies three intervals of \(2N+1\) integers, and `basisCube_mono` says that the cubes are nested.

**One vector.** `mp2Term_shell` proves the bounds on a single term. Membership in the shell supplies a component `j` with \(|k_j|>K\), and for integers this means \(|k_j|\ge K+1\). That one square bounds the norm from below through `Finset.single_le_sum`; the three bounds `hup 0`, `hup 1` and `hup 2` add up to the upper estimate.

**One shell.** In `shell_sum_bounds`, `hcard` is the count \(b^3-a^3\) and `hfrac` is the identity for the difference of reciprocals. `Finset.card_nsmul_le_sum` and `Finset.sum_le_card_nsmul` multiply the single-term bounds by the count. The comparisons of \(ab\) with \(3(K+1)^2\) and \(4(K+1)^2\) are left to `nlinarith`.

**Many shells.** `window_bounds` does the telescoping by induction on the outer cutoff, starting from the empty window \(K=N\). The equations `h1`, `h2` and `h3` express sums over differences of cubes through sums over the cubes themselves. From these, `linarith` obtains the new window as the old one plus a shell and cancels the intermediate reciprocal.

**The infinite sum.** `finite_tail_le` needs a window that contains a given finite set `u`. It chooses the outer cutoff as `N` plus the sum of the absolute values of all components of all vectors in `u`, which is generous but certainly large enough. In `mp2Tail_bounds`, `summable_of_sum_le` then yields convergence and `hs.tsum_le_of_sum_le` the upper bound.

The lower bound replaces the limit by an arbitrary \(\varepsilon>0\). The proof picks `n` with \(1/(n+1)<\varepsilon\) and uses the window from \(N\) to \(N+n\). The step `hrem` shows that the leftover reciprocal \(1/(2(N+n)+1)^3\) is at most \(1/(n+1)\), so \(1/M\le T(N)+\varepsilon\). Since this holds for every positive \(\varepsilon\), `le_of_forall_pos_le_add` gives \(1/M\le T(N)\).

**The tolerance.** `planeWaves_for_tolerance` replaces the number of basis elements by \((2N+1)^3\) and rearranges the two bounds, using that \(M\) and \(\varepsilon\) are positive.
